# Kinks solving φ′ = w(φ) have nonnegative second variation for compactly supported fluctuations

Let $w:\mathbb R\to\mathbb R$ be twice continuously differentiable, and let $\varphi:\mathbb R\to\mathbb R$ satisfy $\varphi'(x)=w(\varphi(x))$ for every $x$. Primes on $w$ and $U$ denote derivatives with respect to the field value, and primes on functions of position denote derivatives with respect to $x$.

```lean
import Mathlib

open MeasureTheory

namespace FirstOrderKink

noncomputable section
```

The field potential is $U=w^2/2$. In units where the static energy is $\int \tfrac12\varphi'^2+U(\varphi)$, with this potential the first-order equation implies the static field equation $\varphi''=U'(\varphi)$.

```lean
/-- The field potential `U = w² / 2` generated by the function `w`. -/
def potential (w : ℝ → ℝ) (y : ℝ) : ℝ := w y ^ 2 / 2
```

Along the profile, set $W(x)=-w'(\varphi(x))$.

```lean
/-- The function `W = -w'(φ)` along the field profile `φ`. -/
def superpotential (w φ : ℝ → ℝ) (x : ℝ) : ℝ := -deriv w (φ x)
```

A fluctuation $\eta$ is a real $C^1$ function with compact support. Its second variation is
$$Q(\eta)=\int_{\mathbb R}\big(\eta'^2+U''(\varphi)\,\eta^2\big)\,dx .$$
In the code, $U''$ is the actual second derivative of `potential w`, and the integral is the Lebesgue integral over the line.

```lean
/-- The quadratic form `∫ η'² + U''(φ) η²` of a fluctuation `η` about the profile `φ`. -/
def secondVariation (w φ η : ℝ → ℝ) : ℝ :=
  ∫ x, (deriv η x ^ 2 + deriv (deriv (potential w)) (φ x) * η x ^ 2)
```

For $\eta\neq0$, the ratio $Q(\eta)/\int\eta^2$ is the normalised expectation value, in the sense of quadratic forms, of the one-particle, one-dimensional Hamiltonian $-d^2/dx^2+U''(\varphi)$ in units where $\hbar^2/2m=1$. Thus $Q\ge0$ excludes negative expectation values for these real, compactly supported trial functions. Time evolution of the field is not treated. No limits of $\varphi$ at infinity are assumed, so constant solutions at zeros of $w$ are included along with kinks.

### (a) Derivatives available from $w\in C^2$

Show that $w$ and $w'$ are differentiable and that $w''$ is continuous.

A function is $C^2$ exactly when it is differentiable with a $C^1$ derivative. Applying the same characterisation to $w'$ gives the rest. The proof writes $2$ as $1+1$ and unfolds `ContDiff` one derivative at a time.

```lean
/-- A twice continuously differentiable `w` has differentiable `w` and `w'`, and continuous
`w''`. -/
theorem regularity {w : ℝ → ℝ} (hw : ContDiff ℝ 2 w) :
    Differentiable ℝ w ∧ Differentiable ℝ (deriv w) ∧ Continuous (deriv (deriv w)) := by
  have h : ContDiff ℝ (1 + 1) w := by
    rw [one_add_one_eq_two]
    exact hw
  have h' := contDiff_succ_iff_deriv.1 h
  have h'' := contDiff_one_iff_deriv.1 h'.2.2
  exact ⟨h'.1, h''.1, h''.2⟩
```

### (b) The curvature of the potential

Compute $U''$ in terms of $w$.

The chain rule gives $U'=\tfrac12\cdot 2ww'=ww'$, and the product rule then gives
$$U''=w'^2+ww''.$$
The proof establishes the first derivative as an equality of functions, `hU`, so that it can be differentiated again.

```lean
/-- The curvature of the potential is `U'' = w'² + w w''`. -/
theorem potential_curvature {w : ℝ → ℝ} (hw : ContDiff ℝ 2 w) (y : ℝ) :
    deriv (deriv (potential w)) y = deriv w y ^ 2 + w y * deriv (deriv w) y := by
  obtain ⟨h1, h2, -⟩ := regularity hw
  have hU : deriv (potential w) = fun z => w z * deriv w z := by
    funext z
    have hs : HasDerivAt (fun t => w t ^ 2) (2 * w z * deriv w z) z := by
      simpa using (h1 z).hasDerivAt.fun_pow 2
    exact ((hs.div_const 2).congr_deriv (by ring)).deriv
  rw [hU, ((h1 y).hasDerivAt.fun_mul (h2 y).hasDerivAt).deriv]
  ring
```

### (c) Integrability from compact support

Let $g$ be continuous and vanish wherever $\eta$ and $\eta'$ both vanish. Show that $g$ is integrable.

Let $K$ be the closed support of $\eta$, which is compact. Its complement is open and $\eta=0$ there, so $\eta'=0$ there too. Hence $g=0$ outside $K$, and a continuous function with compact support is integrable. The two bullets in the proof supply $\eta(x)=0$ and $\eta'(x)=0$ for $x\notin K$.

```lean
/-- A continuous density that vanishes wherever a compactly supported `η` and its derivative
both vanish is integrable. -/
theorem integrable_density {η g : ℝ → ℝ} (hc : HasCompactSupport η) (hg : Continuous g)
    (h0 : ∀ x, η x = 0 → deriv η x = 0 → g x = 0) : Integrable g := by
  have hk : IsCompact (tsupport η) := hc
  refine hg.integrable_of_hasCompactSupport (HasCompactSupport.intro hk fun x hx => h0 x ?_ ?_)
  · by_contra h
    exact hx (subset_tsupport η (Function.mem_support.2 h))
  · by_contra h
    exact hx (support_deriv_subset (Function.mem_support.2 h))
```

### (d) The difference from a perfect square is a total derivative

Show that the density of $Q$ minus $(\eta'+W\eta)^2$ equals $(-W\eta^2)'$.

Expand the square, with $W=-w'(\varphi)$ and the result of (b):
$$\eta'^2+U''\eta^2-(\eta'+W\eta)^2=(w'^2+ww'')\eta^2+2w'\eta\eta'-w'^2\eta^2=ww''\eta^2+2w'\eta\eta'.$$
On the other side, the kink equation gives $(w'(\varphi))'=w''(\varphi)\varphi'=w''(\varphi)w(\varphi)$, so
$$(-W\eta^2)'=(w'(\varphi)\eta^2)'=ww''\eta^2+2w'\eta\eta'.$$
The two agree. In Lean, `h1` is the chain rule with the kink equation inserted, `h2` differentiates $\eta^2$, and `ring` compares the expressions.

```lean
/-- Along a solution of `φ' = w(φ)`, the density `η'² + U''(φ) η²` differs from the square
`(η' + W η)²` by the derivative of `-W η²`. -/
theorem density_factorisation {w φ η : ℝ → ℝ} (hw : ContDiff ℝ 2 w)
    (hφ : ∀ x, HasDerivAt φ (w (φ x)) x) (hη : Differentiable ℝ η) (x : ℝ) :
    HasDerivAt (fun y => -superpotential w φ y * η y ^ 2)
      (deriv η x ^ 2 + deriv (deriv (potential w)) (φ x) * η x ^ 2
        - (deriv η x + superpotential w φ x * η x) ^ 2) x := by
  have h1 : HasDerivAt (fun y => deriv w (φ y)) (deriv (deriv w) (φ x) * w (φ x)) x :=
    HasDerivAt.comp x ((regularity hw).2.1 (φ x)).hasDerivAt (hφ x)
  have h2 : HasDerivAt (fun y => η y ^ 2) (2 * η x * deriv η x) x := by
    simpa using (hη x).hasDerivAt.fun_pow 2
  rw [potential_curvature hw]
  simp only [superpotential, neg_neg]
  exact (h1.fun_mul h2).congr_deriv (by ring)
```

### (e) Continuity of the square

Show that $(\eta'+W\eta)^2$ is continuous when $\varphi$ is continuous.

Both $w'$ and $\varphi$ are continuous, hence so is $W$. Since $\eta$ is $C^1$, both $\eta$ and $\eta'$ are continuous, and sums, products and squares preserve continuity.

```lean
/-- The square `(η' + W η)²` is a continuous function of position. -/
theorem continuous_square {w φ η : ℝ → ℝ} (hw : ContDiff ℝ 2 w)
    (hφ : Continuous φ) (hη : ContDiff ℝ 1 η) :
    Continuous (fun x => (deriv η x + superpotential w φ x * η x) ^ 2) := by
  have hW : Continuous (superpotential w φ) := ((regularity hw).2.1.continuous.comp hφ).neg
  exact ((contDiff_one_iff_deriv.1 hη).2.add (hW.mul hη.continuous)).pow 2
```

### (f) The factorised second variation

Show that $Q(\eta)=\int(\eta'+W\eta)^2\,dx$.

Integrate the identity of (d). The function $-W\eta^2$ vanishes outside a bounded interval, so its derivative integrates to zero:
$$Q(\eta)-\int(\eta'+W\eta)^2\,dx=\int(-W\eta^2)'\,dx=0.$$
Splitting the integral of the difference requires both densities to be integrable. These are `i1` and `i2`, obtained from (c); `i3` is the integrability of $-W\eta^2$ itself, and `key` is the vanishing total derivative.

The same factorisation can be built into a numerical calculation. If $D$ is a real one-sided finite-difference matrix for $d/dx$ on a uniform grid and $B=D+\mathrm{diag}(W)$, then $B^{T}B$ is positive semidefinite in exact arithmetic, whatever the grid spacing. A direct discretisation of $-d^2/dx^2+U''(\varphi)$ may instead move a zero eigenvalue slightly below zero.

```lean
/-- For a solution of `φ' = w(φ)`, the second variation is the integral of the square
`(η' + W η)²`. -/
theorem secondVariation_eq_square {w φ η : ℝ → ℝ} (hw : ContDiff ℝ 2 w)
    (hφ : ∀ x, HasDerivAt φ (w (φ x)) x) (hη : ContDiff ℝ 1 η) (hc : HasCompactSupport η) :
    secondVariation w φ η = ∫ x, (deriv η x + superpotential w φ x * η x) ^ 2 := by
  obtain ⟨r1, r2, r3⟩ := regularity hw
  obtain ⟨d1, d2⟩ := contDiff_one_iff_deriv.1 hη
  have hφc : Continuous φ := continuous_iff_continuousAt.2 fun x => (hφ x).continuousAt
  have hU : Continuous (fun x => deriv (deriv (potential w)) (φ x)) := by
    simp only [potential_curvature hw]
    exact ((r2.continuous.comp hφc).pow 2).add
      ((r1.continuous.comp hφc).mul (r3.comp hφc))
  have hW : Continuous (superpotential w φ) := (r2.continuous.comp hφc).neg
  have i1 := integrable_density hc ((d2.pow 2).add (hU.mul (d1.continuous.pow 2)))
    (fun x h h' => by simp [h, h'])
  have i2 := integrable_density hc (continuous_square hw hφc hη)
    (fun x h h' => by simp [h, h'])
  have i3 := integrable_density hc (hW.neg.mul (d1.continuous.pow 2))
    (fun x h _ => by simp [h])
  -- the boundary term vanishes because the fluctuation has compact support
  have key := integral_eq_zero_of_hasDerivAt_of_integrable
    (density_factorisation hw hφ d1) (i1.sub i2) i3
  have hsub := integral_sub i1 i2
  exact sub_eq_zero.1 (hsub.symm.trans key)
```

### (g) Nonnegative second variation

Deduce that $Q(\eta)\ge0$.

By (f), $Q(\eta)$ is the integral of a square. The hypotheses are those fixed at the start: `hw` for $w\in C^2$, `hφ` for the kink equation at every point, `hη` for $\eta\in C^1$, and `hc` for compact support.

```lean
/-- If `w` is `C²`, `φ' = w(φ)` and `U = w² / 2`, every compactly supported `C¹` fluctuation has
nonnegative second variation. -/
theorem kink_stable {w φ η : ℝ → ℝ} (hw : ContDiff ℝ 2 w)
    (hφ : ∀ x, HasDerivAt φ (w (φ x)) x) (hη : ContDiff ℝ 1 η) (hc : HasCompactSupport η) :
    0 ≤ secondVariation w φ η := by
  rw [secondVariation_eq_square hw hφ hη hc]
  exact integral_nonneg fun x => sq_nonneg _
```

### (h) No compactly supported solution of $\eta'=a\eta$ except zero

Let $a$ be continuous, and let $\eta$ have compact support and satisfy $\eta'=a\eta$ everywhere. Show that $\eta=0$.

Since the line is not compact, $\eta(x_0)=0$ for some $x_0$. Put $A(x)=\int_0^x a(t)\,dt$, so that $A'=a$. Then
$$(\eta e^{-A})'=(a\eta-a\eta)e^{-A}=0,$$
so $\eta e^{-A}$ is constant. Its value at $x_0$ is zero, and the exponential never vanishes, hence $\eta=0$ everywhere. The proof follows these steps, with `hd` as the zero derivative and `e` as the comparison between $x$ and $x_0$.

```lean
/-- A compactly supported solution of `η' = a η` with continuous `a` is identically zero. -/
theorem no_compact_mode {a η : ℝ → ℝ} (ha : Continuous a) (hc : HasCompactSupport η)
    (h : ∀ x, HasDerivAt η (a x * η x) x) : η = 0 := by
  obtain ⟨x₀, hx₀⟩ : ∃ x, η x = 0 := by
    by_contra hne
    have hs : tsupport η = Set.univ := Set.eq_univ_of_forall fun x =>
      subset_tsupport η (Function.mem_support.2 fun hx => hne ⟨x, hx⟩)
    have hk : IsCompact (tsupport η) := hc
    rw [hs] at hk
    exact noncompact_univ ℝ hk
  obtain ⟨A, hA⟩ : ∃ A : ℝ → ℝ, ∀ x, HasDerivAt A (a x) x :=
    ⟨fun u => ∫ t in (0 : ℝ)..u, a t, fun x => (ha.integral_hasStrictDerivAt 0 x).hasDerivAt⟩
  -- the integrating factor makes `η exp(-A)` constant
  have hd : ∀ x, HasDerivAt (fun u => η u * Real.exp (-A u)) 0 x := fun x =>
    ((h x).fun_mul (hA x).fun_neg.exp).congr_deriv (by ring)
  funext x
  have e : η x * Real.exp (-A x) = η x₀ * Real.exp (-A x₀) :=
    is_const_of_deriv_eq_zero (fun y => (hd y).differentiableAt) (fun y => (hd y).deriv) x x₀
  rw [hx₀, zero_mul] at e
  exact (mul_eq_zero.1 e).resolve_right (Real.exp_ne_zero _)
```

### (i) Strict positivity for nonzero fluctuations

Show that $Q(\eta)>0$ if $\eta\ne0$.

Suppose $Q(\eta)=0$. By (f), a nonnegative function has zero integral, so it vanishes almost everywhere. By (e) it is continuous, so it vanishes everywhere. Therefore $\eta'=-W\eta=w'(\varphi)\eta$, and (h) with $a=w'(\varphi)$ gives $\eta=0$, a contradiction. In the proof, `hae` is the almost-everywhere statement and `hz` the everywhere statement.

```lean
/-- Every nonzero compactly supported `C¹` fluctuation about a solution of `φ' = w(φ)` has
strictly positive second variation. -/
theorem kink_strictly_stable {w φ η : ℝ → ℝ} (hw : ContDiff ℝ 2 w)
    (hφ : ∀ x, HasDerivAt φ (w (φ x)) x) (hη : ContDiff ℝ 1 η) (hc : HasCompactSupport η)
    (hne : η ≠ 0) : 0 < secondVariation w φ η := by
  refine lt_of_le_of_ne (kink_stable hw hφ hη hc) fun h0 => hne ?_
  have hφc : Continuous φ := continuous_iff_continuousAt.2 fun x => (hφ x).continuousAt
  have hcont := continuous_square hw hφc hη
  have hint := integrable_density hc hcont (fun x h h' => by simp [h, h'])
  rw [secondVariation_eq_square hw hφ hη hc] at h0
  -- a continuous square with zero integral vanishes everywhere
  have hae := (integral_eq_zero_iff_of_nonneg (fun x => sq_nonneg _) hint).1 h0.symm
  have hz := (Continuous.ae_eq_iff_eq volume hcont continuous_const).1 hae
  refine no_compact_mode ((regularity hw).2.1.continuous.comp hφc) hc fun x => ?_
  have hx : (deriv η x + superpotential w φ x * η x) ^ 2 = 0 := congrFun hz x
  have hx' : deriv η x + -deriv w (φ x) * η x = 0 := pow_eq_zero_iff two_ne_zero |>.1 hx
  refine ((contDiff_one_iff_deriv.1 hη).1 x).hasDerivAt.congr_deriv ?_
  show deriv η x = deriv w (φ x) * η x
  linarith
```

### (j) The translation mode

Show that $\varphi'$ solves $(\varphi')''=U''(\varphi)\varphi'$.

Differentiate the kink equation twice:
$$\varphi''=w'(\varphi)w(\varphi),\qquad \varphi'''=w''(\varphi)w(\varphi)^2+w'(\varphi)^2w(\varphi)=U''(\varphi)\,\varphi'.$$
This is the zero mode associated with shifting the profile. It does not conflict with (i): by (h), a nonzero $\varphi'$ cannot have compact support, because it satisfies $(\varphi')'=w'(\varphi)\varphi'$. The Lean statement writes $\varphi'''$ as three nested `deriv`s, and `e1` and `e2` rewrite the inner two.

```lean
/-- The translation mode `φ'` solves the linearised static equation `(φ')'' = U''(φ) φ'`. -/
theorem translation_mode {w φ : ℝ → ℝ} (hw : ContDiff ℝ 2 w)
    (hφ : ∀ x, HasDerivAt φ (w (φ x)) x) (x : ℝ) :
    deriv (deriv (deriv φ)) x = deriv (deriv (potential w)) (φ x) * deriv φ x := by
  obtain ⟨r1, r2, -⟩ := regularity hw
  have h1 : ∀ y, HasDerivAt (fun z => w (φ z)) (deriv w (φ y) * w (φ y)) y := fun y =>
    HasDerivAt.comp y (r1 (φ y)).hasDerivAt (hφ y)
  have h2 : HasDerivAt (fun z => deriv w (φ z)) (deriv (deriv w) (φ x) * w (φ x)) x :=
    HasDerivAt.comp x (r2 (φ x)).hasDerivAt (hφ x)
  have e1 : deriv φ = fun y => w (φ y) := funext fun y => (hφ y).deriv
  have e2 : deriv (fun y => w (φ y)) = fun y => deriv w (φ y) * w (φ y) :=
    funext fun y => (h1 y).deriv
  rw [potential_curvature hw, e1, e2, (h2.fun_mul (h1 x)).deriv]
  ring
```

### (k) The tanh profile

Verify that $\varphi=\tanh$ solves $\varphi'=1-\varphi^2$.

By the quotient rule,
$$\left(\frac{\sinh x}{\cosh x}\right)'=\frac{\cosh^2x-\sinh^2x}{\cosh^2x}=1-\tanh^2x.$$
The denominator is nonzero because $\cosh x>0$, which is `hc` in the proof.

```lean
/-- The profile `tanh` solves the first-order equation `φ' = 1 - φ²`. -/
theorem tanh_kink_witness (x : ℝ) : HasDerivAt Real.tanh (1 - Real.tanh x ^ 2) x := by
  have hc : Real.cosh x ≠ 0 := (Real.cosh_pos x).ne'
  have e : Real.tanh = fun y => Real.sinh y / Real.cosh y :=
    funext Real.tanh_eq_sinh_div_cosh
  rw [e]
  refine ((Real.hasDerivAt_sinh x).fun_div (Real.hasDerivAt_cosh x) hc).congr_deriv ?_
  show _ = 1 - (Real.sinh x / Real.cosh x) ^ 2
  rw [div_pow, eq_sub_iff_add_eq, ← add_div, div_eq_one_iff_eq (pow_ne_zero 2 hc)]
  ring
```

### (l) The explicit quadratic form for tanh

Show that $\int\big(\eta'^2+(6\tanh^2x-2)\eta^2\big)\,dx>0$ for every nonzero fluctuation $\eta$.

Take $w(y)=1-y^2$. Then $w'=-2y$ and $w''=-2$, so
$$U''(y)=4y^2-2(1-y^2)=6y^2-2.$$
By (k), $\tanh$ satisfies the kink equation for this $w$, and (i) applies. The proof computes the two derivatives as `d1` and `d2`, assembles the curvature as `hU`, and substitutes it into the general theorem.

A numerical check at one point shows what the total derivative does. Where $\tanh x=\tfrac12$, we have $U''=-\tfrac12$, $W=2\tanh x=1$ and $W'=2(1-\tanh^2x)=\tfrac32$. Suppose that $\eta=2$ and $\eta'=-1$ there. The density of $Q$ is $1-\tfrac12\cdot4=-1$, while the square is $(-1+2)^2=1$. Their difference is $-2$, and indeed
$$(-W\eta^2)'=-W'\eta^2-2W\eta\eta'=-6+4=-2.$$
The density can thus be negative locally although its integral is positive.

Strict positivity does not give a positive lower bound on $Q(\eta)/\int\eta^2$: by a standard cutoff argument, not formalised here, truncating the zero mode $\operatorname{sech}^2x$ ever farther out makes $Q(\eta)/\int\eta^2$ arbitrarily small.

```lean
/-- For every nonzero compactly supported `C¹` function `η`, the integral of
`η'² + (6 tanh² - 2) η²` is strictly positive. -/
theorem tanh_kink_stable {η : ℝ → ℝ} (hη : ContDiff ℝ 1 η) (hc : HasCompactSupport η)
    (hne : η ≠ 0) : 0 < ∫ x, (deriv η x ^ 2 + (6 * Real.tanh x ^ 2 - 2) * η x ^ 2) := by
  have hw : ContDiff ℝ 2 (fun y : ℝ => 1 - y ^ 2) := by fun_prop
  have d1 : deriv (fun y : ℝ => 1 - y ^ 2) = fun y => -(2 * y) := by
    funext y
    have h : HasDerivAt (fun z : ℝ => 1 - z ^ 2) (-(2 * y)) y := by
      simpa using ((hasDerivAt_id' y).fun_pow 2).const_sub 1
    exact h.deriv
  have d2 : ∀ y : ℝ, deriv (fun z : ℝ => -(2 * z)) y = -2 := fun y =>
    (((hasDerivAt_id' y).const_mul 2).fun_neg.congr_deriv (by norm_num)).deriv
  have hU : ∀ y, deriv (deriv (potential fun z : ℝ => 1 - z ^ 2)) y = 6 * y ^ 2 - 2 := by
    intro y
    rw [potential_curvature hw, d1, d2]
    ring
  have h := kink_strictly_stable hw tanh_kink_witness hη hc hne
  simpa only [secondVariation, hU] using h

end

end FirstOrderKink
```

```lean
#print axioms FirstOrderKink.kink_stable
#print axioms FirstOrderKink.translation_mode
#print axioms FirstOrderKink.tanh_kink_stable
```

```
'FirstOrderKink.kink_stable' depends on axioms: [propext, Classical.choice, Quot.sound]
'FirstOrderKink.translation_mode' depends on axioms: [propext, Classical.choice, Quot.sound]
'FirstOrderKink.tanh_kink_stable' depends on axioms: [propext, Classical.choice, Quot.sound]
```
